# Two different lattice gases with the same marginals on every proper subset of sites

Suppose a Monte Carlo code should sample all occupations of $N\ge 3$ lattice sites uniformly, but each of its moves toggles two randomly chosen sites. Started from the empty lattice, it never reaches an odd particle number. Every pair occupation still converges to the correct value, so a test of pair occupations passes while half of the states are missing.

## One parity amplitude escapes all proper marginals

Let $n_i\in\{0,1\}$ be the occupation of site $i$ and $P(n)=(-1)^{\sum_i n_i}$ the parity. The marginal of a weight $p$ on a set $S$ of sites, for a pattern $\sigma$, is
$$p_S(\sigma)=\sum_{n:\ n_i=\sigma_i\ \text{for}\ i\in S}p(n).$$

The free gas, taken here at mean filling $1/2$ so that all occupations are equally likely, has $f(n)=2^{-N}$. The even gas $e$ is uniform on the occupations of even total. For $N\ge1$,
$$e(n)=2^{-N}\bigl(1+P(n)\bigr),\qquad e_S=f_S\ \text{ for every proper subset } S,$$
yet $\sum_n e(n)P(n)=1$ and $\sum_n f(n)P(n)=0$.

More generally, two real weights $p,q$ share all proper marginals exactly when $q=p+cP$ for some real $c$.

## Sampler tests and structure fits

On three or more sites, agreement of pair data alone therefore does not in general validate a sampler or single out a fitted distribution. For these finite lattice gases with uniform weights, even all $(N-1)$-site distributions miss the error, whereas the average parity reveals it.

## Cancellation under a single toggle

Let $T_k$ toggle site $k$. It changes the factor $(-1)^{n_k}$ only, so $P(T_kn)=-P(n)$. If $S$ is proper, choose $k\notin S$. Then $T_k$ pairs the occupations that match $\sigma$ on $S$, and each pair cancels: $P_S(\sigma)=0$.

For $N\ge1$ the empty set is proper, so $\sum_nP(n)=0$. The number of even states is therefore $\sum_n(1+P(n))/2=2^{N-1}$. Hence $e$ is $2^{1-N}$ on even states and zero on odd ones, which is the formula above. The marginal of its parity term vanishes on every proper subset, so $e_S=f_S$ there. Since $P^2=1$,
$$\sum_n eP=2^{-N}\sum_n(P+1)=1,\qquad \sum_n fP=2^{-N}\sum_nP=0.$$
For $N\ge3$ two sites form a proper subset, so all pair occupations agree.

For the general statement, let $d=q-p$. If all proper marginals agree, taking all sites but $k$ gives $d(n)+d(T_kn)=0$. Thus $dP$ is unchanged by every toggle. Toggles lead from the empty lattice to any $n$, so $dP$ is a constant $c$, and multiplying by $P$ gives $d=cP$. Conversely, adding $cP$ changes no proper marginal.

The pair result fails if $N\ge3$ is weakened to $N\ge2$. On two sites the even states are $00$ and $11$, so both sites are occupied with probability $1/2$, against $1/4$ in the free gas.

## The Lean file

```lean
import Mathlib

open Finset

namespace HiddenManyBodyOrder

noncomputable section

variable {ι : Type*} [Fintype ι] [DecidableEq ι]

/-- The total number of particles in an occupation of the lattice (`true` means occupied). -/
def total (n : ι → Bool) : ℕ := ∑ i, (n i).toNat

/-- The parity of an occupation: `+1` for an even and `-1` for an odd number of particles. -/
def parity (n : ι → Bool) : ℝ := (-1) ^ total n

/-- Fill site `k` if it is empty, and empty it if it is filled. -/
def toggle (k : ι) (n : ι → Bool) : ι → Bool := Function.update n k (!n k)

/-- The marginal of the weight `p` on the sites `S`: the total weight of all occupations that
agree with the pattern `σ` on `S`. -/
def marginal (p : (ι → Bool) → ℝ) (S : Finset ι) (σ : ι → Bool) : ℝ :=
  ∑ n with ∀ i ∈ S, n i = σ i, p n

/-- The weight of finding sites `i` and `j` both occupied. -/
def pairOccupation (p : (ι → Bool) → ℝ) (i j : ι) : ℝ :=
  ∑ n with n i = true ∧ n j = true, p n

/-- The uniform probability on a nonempty set `A` of occupations. -/
def uniformOn (A : Finset (ι → Bool)) (n : ι → Bool) : ℝ :=
  if n ∈ A then 1 / (A.card : ℝ) else 0

/-- The occupations with an even number of particles. -/
def evenStates (ι : Type*) [Fintype ι] [DecidableEq ι] : Finset (ι → Bool) :=
  univ.filter fun n => Even (total n)

/-- The free gas: all occupations are equally likely. -/
def freeGas : (ι → Bool) → ℝ := uniformOn univ

/-- The even gas: all occupations with an even number of particles are equally likely, and no
others occur. -/
def evenGas : (ι → Bool) → ℝ := uniformOn (evenStates ι)

/-- Adding or removing one particle reverses the parity. -/
theorem parity_toggle (k : ι) (n : ι → Bool) : parity (toggle k n) = -parity n := by
  -- split off the factor of site `k`
  have h : ∀ m : ι → Bool, parity m =
      (-1) ^ (m k).toNat * ∏ j ∈ univ.erase k, (-1 : ℝ) ^ (m j).toNat := by
    intro m
    rw [parity, total, ← Finset.prod_pow_eq_pow_sum]
    exact (Finset.mul_prod_erase univ (fun j => (-1 : ℝ) ^ (m j).toNat) (mem_univ k)).symm
  have hp : ∏ j ∈ univ.erase k, (-1 : ℝ) ^ (toggle k n j).toNat =
      ∏ j ∈ univ.erase k, (-1 : ℝ) ^ (n j).toNat :=
    Finset.prod_congr rfl fun j hj => by
      rw [toggle, Function.update_of_ne (Finset.ne_of_mem_erase hj)]
  have h0 : toggle k n k = !n k := by simp [toggle]
  rw [h (toggle k n), h n, hp, h0]
  cases n k <;> simp

/-- The parity has a vanishing marginal on every proper subset of the sites. -/
theorem marginal_parity {S : Finset ι} (hS : S ≠ univ) (σ : ι → Bool) :
    marginal parity S σ = 0 := by
  obtain ⟨k, hk⟩ : ∃ k, k ∉ S := by
    by_contra h
    exact hS (Finset.eq_univ_iff_forall.mpr fun k => not_not.mp fun hk => h ⟨k, hk⟩)
  have hinv : Function.Involutive (toggle k) := fun n => by simp [toggle]
  -- occupations cancel in pairs that differ at the unobserved site `k`
  have key : ∀ F : (ι → Bool) → ℝ, (∀ n, F (toggle k n) = -F n) → ∑ n, F n = 0 := by
    intro F hF
    have h : ∑ n, F (toggle k n) = ∑ n, F n :=
      Equiv.sum_comp (Function.Involutive.toPerm _ hinv) F
    simp only [hF, Finset.sum_neg_distrib] at h
    linarith
  rw [marginal, Finset.sum_filter]
  refine key _ fun n => ?_
  have e : (∀ i ∈ S, toggle k n i = σ i) ↔ ∀ i ∈ S, n i = σ i :=
    forall₂_congr fun i hi => by
      rw [toggle, Function.update_of_ne (ne_of_mem_of_not_mem hi hk)]
  by_cases hσ : ∀ i ∈ S, n i = σ i
  · rw [if_pos (e.mpr hσ), if_pos hσ, parity_toggle]
  · rw [if_neg (mt e.mp hσ), if_neg hσ, neg_zero]

/-- The marginal on all sites but `k` adds the weights of the two occupations that differ
only at `k`. -/
theorem marginal_erase (p : (ι → Bool) → ℝ) (k : ι) (n : ι → Bool) :
    marginal p (univ.erase k) n = p n + p (toggle k n) := by
  have hne : n ≠ toggle k n := fun h => by
    have := congrFun h k
    simp [toggle] at this
  have hf : (univ.filter fun m : ι → Bool => ∀ i ∈ univ.erase k, m i = n i) =
      {n, toggle k n} := by
    ext m
    simp only [mem_filter, mem_univ, true_and, mem_insert, mem_singleton, mem_erase, and_true]
    constructor
    · intro h
      by_cases hm : m k = n k
      · left
        funext j
        by_cases hj : j = k
        · rw [hj, hm]
        · exact h j hj
      · right
        have hm' := (by decide : ∀ x y : Bool, x ≠ y → x = !y) _ _ hm
        funext j
        by_cases hj : j = k
        · rw [hj, hm', toggle, Function.update_self]
        · rw [toggle, Function.update_of_ne hj, h j hj]
    · rintro (rfl | rfl) j hj
      · rfl
      · rw [toggle, Function.update_of_ne hj]
  rw [marginal, hf, Finset.sum_pair hne]

/-- A quantity unchanged by every single-site toggle has the same value on each occupation as
on the empty lattice. -/
theorem eq_empty_of_toggle (g : (ι → Bool) → ℝ) (hg : ∀ k n, g (toggle k n) = g n)
    (n : ι → Bool) : g n = g fun _ => false := by
  have hu : ∀ (m : ι → Bool) a b, g (Function.update m a b) = g m := by
    intro m a b
    by_cases hb : b = m a
    · rw [hb, Function.update_eq_self]
    · rw [(by decide : ∀ x y : Bool, x ≠ y → x = !y) _ _ hb]
      exact hg a m
  -- fill the lattice site by site
  have hs : ∀ s : Finset ι, g (fun j => if j ∈ s then n j else false) = g fun _ => false := by
    intro s
    induction s using Finset.induction_on with
    | empty => simp
    | insert a s ha ih =>
      have e : (fun j => if j ∈ insert a s then n j else false) =
          Function.update (fun j => if j ∈ s then n j else false) a (n a) := by
        funext j
        by_cases hj : j = a
        · subst hj
          simp
        · simp [hj]
      rw [e, hu, ih]
  simpa using hs univ

/-- Two weights have the same marginals on all proper subsets of the sites exactly when they
differ by a constant multiple of the parity. -/
theorem same_proper_marginals_iff (p q : (ι → Bool) → ℝ) :
    (∀ S : Finset ι, S ≠ univ → ∀ σ, marginal q S σ = marginal p S σ) ↔
      ∃ c : ℝ, ∀ n, q n = p n + c * parity n := by
  constructor
  · intro h
    have hflip : ∀ k n, q (toggle k n) - p (toggle k n) = -(q n - p n) := by
      intro k n
      have hk : univ.erase k ≠ univ := fun e =>
        Finset.notMem_erase k univ (by rw [e]; exact mem_univ k)
      have := h _ hk n
      rw [marginal_erase, marginal_erase] at this
      linarith
    refine ⟨(q (fun _ => false) - p fun _ => false) * parity fun _ : ι => false, fun n => ?_⟩
    -- the difference times the parity is the same for all occupations
    have hc : (q n - p n) * parity n =
        (q (fun _ => false) - p fun _ => false) * parity fun _ : ι => false :=
      eq_empty_of_toggle (fun m => (q m - p m) * parity m)
        (fun k m => by simp only [hflip, parity_toggle]; ring) n
    have hs : parity n * parity n = 1 := by
      rw [parity, ← mul_pow]
      simp
    linear_combination parity n * hc - (q n - p n) * hs
  · rintro ⟨c, hc⟩ S hS σ
    have h0 := marginal_parity hS σ
    rw [marginal] at h0
    simp only [marginal, hc, Finset.sum_add_distrib, ← Finset.mul_sum]
    rw [h0, mul_zero, add_zero]

/-- On a nonempty lattice of `N` sites, the probability of an occupation in the even gas is
`1 / 2 ^ N` plus its parity divided by `2 ^ N`. -/
theorem evenGas_apply [Nonempty ι] (n : ι → Bool) :
    evenGas n = 1 / 2 ^ Fintype.card ι + 1 / 2 ^ Fintype.card ι * parity n := by
  have h0 : ∑ m : ι → Bool, parity m = 0 := by
    simpa [marginal] using
      marginal_parity (S := (∅ : Finset ι)) Finset.univ_nonempty.ne_empty.symm n
  have hind : ∀ m : ι → Bool, (if Even (total m) then (2 : ℝ) else 0) = 1 + parity m := by
    intro m
    by_cases h : Even (total m)
    · rw [if_pos h, parity, h.neg_one_pow]
      norm_num
    · rw [if_neg h, parity, (Nat.not_even_iff_odd.mp h).neg_one_pow]
      norm_num
  -- half of all occupations are even
  have hE : ((evenStates ι).card : ℝ) = 2 ^ Fintype.card ι / 2 := by
    have h1 : ((evenStates ι).card : ℝ) * 2 = ∑ m : ι → Bool, (1 + parity m) := by
      rw [← Finset.sum_congr rfl fun m _ => hind m, ← Finset.sum_filter, Finset.sum_const,
        nsmul_eq_mul, evenStates]
    have h2 : ∑ m : ι → Bool, (1 + parity m) = 2 ^ Fintype.card ι := by
      rw [Finset.sum_add_distrib, h0]
      simp
    linarith
  rw [evenGas, uniformOn, hE]
  by_cases h : Even (total n)
  · rw [if_pos (by simp [evenStates, h]), parity, h.neg_one_pow]
    ring
  · rw [if_neg (by simp [evenStates, h]), parity, (Nat.not_even_iff_odd.mp h).neg_one_pow]
    ring

/-- In the free gas on `N` sites every occupation has probability `1 / 2 ^ N`. -/
theorem freeGas_apply (n : ι → Bool) : freeGas n = 1 / 2 ^ Fintype.card ι := by
  simp [freeGas, uniformOn]

/-- On a nonempty lattice the even gas and the free gas have the same marginal on every proper
subset of the sites, and yet the average parity is `1` in the even gas and `0` in the free gas. -/
theorem proper_marginals_do_not_fix_structure [Nonempty ι] :
    (∀ S : Finset ι, S ≠ univ → ∀ σ, marginal evenGas S σ = marginal freeGas S σ) ∧
      ∑ n : ι → Bool, evenGas n * parity n = 1 ∧
      ∑ n : ι → Bool, freeGas n * parity n = 0 := by
  have h0 : ∑ m : ι → Bool, parity m = 0 := by
    simpa [marginal] using marginal_parity (S := (∅ : Finset ι))
      Finset.univ_nonempty.ne_empty.symm (fun _ => false)
  refine ⟨(same_proper_marginals_iff _ _).mpr
    ⟨1 / 2 ^ Fintype.card ι, fun n => by rw [evenGas_apply, freeGas_apply]⟩, ?_, ?_⟩
  · have h1 : ∀ n : ι → Bool,
        evenGas n * parity n = 1 / 2 ^ Fintype.card ι * (parity n + 1) := by
      intro n
      have hs : parity n * parity n = 1 := by
        rw [parity, ← mul_pow]
        simp
      rw [evenGas_apply]
      linear_combination 1 / 2 ^ Fintype.card ι * hs
    rw [Finset.sum_congr rfl fun n _ => h1 n, ← Finset.mul_sum, Finset.sum_add_distrib, h0]
    simp
  · simp only [freeGas_apply, ← Finset.mul_sum, h0, mul_zero]

/-- On three or more sites the even gas and the free gas have the same pair occupations, and
yet they are different distributions. -/
theorem pair_occupations_do_not_fix_structure (hN : 3 ≤ Fintype.card ι) :
    (∀ i j : ι, pairOccupation evenGas i j = pairOccupation freeGas i j) ∧
      (evenGas : (ι → Bool) → ℝ) ≠ freeGas := by
  have : Nonempty ι := Fintype.card_pos_iff.mp (by omega)
  obtain ⟨hm, he, hf⟩ := proper_marginals_do_not_fix_structure (ι := ι)
  refine ⟨fun i j => ?_, fun h => ?_⟩
  · have e : ∀ p : (ι → Bool) → ℝ,
        pairOccupation p i j = marginal p {i, j} fun _ => true := by
      intro p
      simp [pairOccupation, marginal]
    -- two sites cannot exhaust the lattice
    have hS : ({i, j} : Finset ι) ≠ univ := fun h => by
      have h2 : ({i, j} : Finset ι).card ≤ 2 := Finset.card_le_two
      rw [h, Finset.card_univ] at h2
      omega
    rw [e, e, hm _ hS]
  · rw [h, hf] at he
    exact zero_ne_one he

/-- On two sites the pair occupation is `1/2` in the even gas and `1/4` in the free gas. -/
theorem two_sites_pair_occupation :
    pairOccupation evenGas (0 : Fin 2) 1 = 1 / 2 ∧
      pairOccupation freeGas (0 : Fin 2) 1 = 1 / 4 := by
  have hf : (univ.filter fun n : Fin 2 → Bool => n 0 = true ∧ n 1 = true) =
      {fun _ => true} := by decide
  have hp : parity (fun _ : Fin 2 => true) = 1 := by simp [parity, total]
  constructor
  · rw [pairOccupation, hf, Finset.sum_singleton, evenGas_apply, hp, Fintype.card_fin]
    norm_num
  · rw [pairOccupation, hf, Finset.sum_singleton, freeGas_apply, Fintype.card_fin]
    norm_num

end

end HiddenManyBodyOrder
```

```lean
#print axioms HiddenManyBodyOrder.same_proper_marginals_iff
#print axioms HiddenManyBodyOrder.pair_occupations_do_not_fix_structure
#print axioms HiddenManyBodyOrder.two_sites_pair_occupation
```

```
'HiddenManyBodyOrder.same_proper_marginals_iff' depends on axioms: [propext, Classical.choice, Quot.sound]
'HiddenManyBodyOrder.pair_occupations_do_not_fix_structure' depends on axioms: [propext, Classical.choice, Quot.sound]
'HiddenManyBodyOrder.two_sites_pair_occupation' depends on axioms: [propext, Classical.choice, Quot.sound]
```

## Exact equality on a finite lattice

The finite type `ι` holds the sites, `Fintype.card ι` is $N$, and `ι → Bool` is the type of occupations. In `marginal`, the pattern `σ` is given on the whole lattice but read only on `S`. `pairOccupation` allows `i = j`, which gives a single-site occupation.

`same_proper_marginals_iff` takes arbitrary real weights; for probabilities, non-negativity restricts $c$ further. `proper_marginals_do_not_fix_structure` needs a nonempty lattice, and `pair_occupations_do_not_fix_structure` needs three sites. The theorems concern exact equality, not sampling noise, and the model has neither interaction energies nor continuous positions.

In the proof, `parity_toggle` splits off the factor of site $k$. `marginal_parity` reindexes the sum by the toggle (`Equiv.sum_comp`), making it equal to its own negative. `marginal_erase` identifies the two occupations left when one site is unobserved, and `eq_empty_of_toggle` fills the lattice by induction. The equivalence combines these, with `linear_combination` supplying the multiplication by $P$.

`evenGas_apply` and `freeGas_apply` then give $c=2^{-N}$ for the two gases. The pair theorem uses the fact that `{i, j}` has at most two elements; equality of the gases would force $0=1$ for the average parity. `two_sites_pair_occupation` evaluates the two-site counter-example.
